# The energy gradient for nonorthogonal orbitals and its fragment-local stationarity condition

Let H be the matrix of a fixed one-electron Hamiltonian and S the overlap matrix of the basis functions, both real and symmetric. For orbital coefficients T with invertible orbital overlap σ = TᵀST, the energy E(T) = tr(σ⁻¹TᵀHT) has the derivative 2 tr(Δᵀ(1 − SP)HTσ⁻¹) along a variation Δ, where P = Tσ⁻¹Tᵀ. Hence E is stationary under all variations that change each orbital only within its own fragment's basis exactly when every entry of (1 − SP)HTσ⁻¹ that joins a basis function to an orbital of the same fragment vanishes.

```lean
import Mathlib

open Matrix Filter Topology

namespace FragmentOrbitalGradient

noncomputable section

variable {n k F : Type*} [Fintype n] [DecidableEq n] [Fintype k] [DecidableEq k]

/-- The matrix `Tᵀ A T` of an operator `A` between the orbitals whose coefficients are the
columns of `T`; for `A = S` it is the orbital overlap `σ`. -/
def projected (A : Matrix n n ℝ) (T : Matrix n k ℝ) : Matrix k k ℝ := Tᵀ * A * T

/-- The density matrix `P = T σ⁻¹ Tᵀ` of nonorthogonal orbitals, for invertible `σ`. -/
def density (S : Matrix n n ℝ) (T : Matrix n k ℝ) : Matrix n n ℝ :=
  T * (projected S T)⁻¹ * Tᵀ

/-- The energy `E(T) = tr(σ⁻¹ Tᵀ H T)` of nonorthogonal orbitals, for invertible `σ`. -/
def energy (H S : Matrix n n ℝ) (T : Matrix n k ℝ) : ℝ :=
  Matrix.trace ((projected S T)⁻¹ * projected H T)

/-- The residual `(1 - S P) H T σ⁻¹`, for invertible `σ`. -/
def residual (H S : Matrix n n ℝ) (T : Matrix n k ℝ) : Matrix n k ℝ :=
  (1 - S * density S T) * H * T * (projected S T)⁻¹

/-- The change of `Tᵀ A T` divided by `t` when the orbitals move from `T` to `T + t Δ` with `t ≠ 0`;
at `t = 0` it is the limit of this quotient. -/
def increment (A : Matrix n n ℝ) (T Δ : Matrix n k ℝ) (t : ℝ) : Matrix k k ℝ :=
  Δᵀ * A * T + Tᵀ * A * Δ + t • (Δᵀ * A * Δ)

/-- The energy has zero derivative at `T` in the direction `Δ`. -/
def StationaryAlong (H S : Matrix n n ℝ) (T Δ : Matrix n k ℝ) : Prop :=
  HasDerivAt (fun t : ℝ => energy H S (T + t • Δ)) 0 0

/-- A variation is fragment-local if it mixes into each orbital only basis functions of the
orbital's own fragment; `f` and `g` assign basis functions and orbitals to fragments. -/
def FragmentLocal (f : n → F) (g : k → F) (Δ : Matrix n k ℝ) : Prop :=
  ∀ i a, f i ≠ g a → Δ i a = 0

omit [DecidableEq n] [Fintype k] [DecidableEq k] in
/-- The matrix of an operator between displaced orbitals is the old one plus the step length
times the increment. -/
theorem projected_step (A : Matrix n n ℝ) (T Δ : Matrix n k ℝ) (t : ℝ) :
    projected A (T + t • Δ) = projected A T + t • increment A T Δ t := by
  simp only [projected, increment, Matrix.transpose_add, Matrix.transpose_smul,
    Matrix.add_mul, Matrix.mul_add, Matrix.smul_mul, Matrix.mul_smul]
  module

omit [DecidableEq n] in
/-- Exact energy change for a finite orbital step, when the orbital overlap is invertible
before and after the step. -/
theorem energy_step (H S : Matrix n n ℝ) (T Δ : Matrix n k ℝ) (t : ℝ)
    (h : IsUnit (projected S T).det) (h' : IsUnit (projected S (T + t • Δ)).det) :
    energy H S (T + t • Δ) - energy H S T =
      t * Matrix.trace ((projected S (T + t • Δ))⁻¹ *
        (increment H T Δ t - increment S T Δ t * (projected S T)⁻¹ * projected H T)) := by
  unfold energy
  rw [projected_step S] at h' ⊢
  rw [projected_step H]
  generalize projected S T = σ at *
  generalize projected H T = M at *
  generalize increment S T Δ t = A at *
  generalize increment H T Δ t = B at *
  have hX := Matrix.nonsing_inv_mul _ h'
  have hσ := Matrix.mul_nonsing_inv _ h
  generalize (σ + t • A)⁻¹ = X at *
  -- resolvent identity for the inverse overlap
  have hY : σ⁻¹ = X + t • (X * A * σ⁻¹) := by
    calc σ⁻¹ = (X * (σ + t • A)) * σ⁻¹ := by rw [hX, Matrix.one_mul]
      _ = X * (σ * σ⁻¹) + t • (X * A * σ⁻¹) := by
        simp only [Matrix.mul_add, Matrix.add_mul, Matrix.mul_smul, Matrix.smul_mul,
          Matrix.mul_assoc]
      _ = X + t • (X * A * σ⁻¹) := by rw [hσ, Matrix.mul_one]
  have hM : σ⁻¹ * M = X * M + t • (X * (A * σ⁻¹ * M)) := by
    calc σ⁻¹ * M = (X + t • (X * A * σ⁻¹)) * M := by rw [← hY]
      _ = _ := by simp only [Matrix.add_mul, Matrix.smul_mul, Matrix.mul_assoc]
  rw [hM]
  simp only [Matrix.mul_add, Matrix.mul_sub, Matrix.mul_smul, Matrix.trace_add,
    Matrix.trace_sub, Matrix.trace_smul, smul_eq_mul]
  ring

/-- For symmetric `H` and `S`, the trace on the left, which for invertible `σ` is the first-order
energy change, equals `2 tr(Δᵀ R)` with `R` the residual. -/
theorem first_order_trace {H S : Matrix n n ℝ} (hH : H.IsSymm) (hS : S.IsSymm)
    (T Δ : Matrix n k ℝ) :
    Matrix.trace ((projected S T)⁻¹ *
      (increment H T Δ 0 - increment S T Δ 0 * (projected S T)⁻¹ * projected H T)) =
      2 * Matrix.trace (Δᵀ * residual H S T) := by
  have hY : ((projected S T)⁻¹)ᵀ = (projected S T)⁻¹ := by
    rw [Matrix.transpose_nonsing_inv]
    congr 1
    simp only [projected, Matrix.transpose_mul, Matrix.transpose_transpose, hS.eq,
      Matrix.mul_assoc]
  unfold residual density
  generalize (projected S T)⁻¹ = Y at *
  -- transposition and cyclicity bring all four terms to two forms
  have h1 : Matrix.trace (Y * (Δᵀ * H * T)) = Matrix.trace (Δᵀ * H * T * Y) :=
    Matrix.trace_mul_comm _ _
  have h2 : Matrix.trace (Y * (Tᵀ * H * Δ)) = Matrix.trace (Δᵀ * H * T * Y) := by
    rw [← Matrix.trace_transpose (Y * (Tᵀ * H * Δ))]
    simp only [Matrix.transpose_mul, Matrix.transpose_transpose, hY, hH.eq, Matrix.mul_assoc]
  have h3 : Matrix.trace (Y * (Δᵀ * S * T * Y * (Tᵀ * H * T))) =
      Matrix.trace (Δᵀ * S * T * Y * (Tᵀ * H * T) * Y) := Matrix.trace_mul_comm _ _
  have h4 : Matrix.trace (Y * (Tᵀ * S * Δ * Y * (Tᵀ * H * T))) =
      Matrix.trace (Δᵀ * S * T * Y * (Tᵀ * H * T * Y)) := by
    rw [← Matrix.trace_mul_comm (Tᵀ * H * T * Y),
      ← Matrix.trace_transpose (Y * (Tᵀ * S * Δ * Y * (Tᵀ * H * T)))]
    simp only [Matrix.transpose_mul, Matrix.transpose_transpose, hY, hH.eq, hS.eq,
      Matrix.mul_assoc]
  simp only [increment, projected, zero_smul, add_zero, Matrix.mul_sub, Matrix.sub_mul,
    Matrix.add_mul, Matrix.mul_add, Matrix.one_mul, Matrix.trace_add, Matrix.trace_sub]
  simp only [Matrix.mul_assoc] at h1 h2 h3 h4 ⊢
  linear_combination h1 + h2 - h3 - h4

/-- Energy gradient for nonorthogonal orbitals: for symmetric `H`, `S` and invertible orbital
overlap, the derivative along `Δ` is `2 tr(Δᵀ (1 - S P) H T σ⁻¹)`. -/
theorem hasDerivAt_energy {H S : Matrix n n ℝ} (hH : H.IsSymm) (hS : S.IsSymm)
    (T Δ : Matrix n k ℝ) (h : IsUnit (projected S T).det) :
    HasDerivAt (fun t : ℝ => energy H S (T + t • Δ))
      (2 * Matrix.trace (Δᵀ * residual H S T)) 0 := by
  have hl : Continuous (fun t : ℝ => T + t • Δ) :=
    continuous_const.add (continuous_id.smul continuous_const)
  have hc : Continuous (fun t : ℝ => projected S (T + t • Δ)) :=
    (hl.matrix_transpose.matrix_mul continuous_const).matrix_mul hl
  have hd : (projected S (T + (0 : ℝ) • Δ)).det ≠ 0 := by
    rw [zero_smul, add_zero]
    exact h.ne_zero
  -- the inverse overlap is continuous at the starting point
  have hinv : ContinuousAt (fun t : ℝ => (projected S (T + t • Δ))⁻¹) 0 := by
    simp only [Matrix.inv_def, Ring.inverse_eq_inv']
    exact (hc.matrix_det.continuousAt.inv₀ hd).smul hc.matrix_adjugate.continuousAt
  have hi (A : Matrix n n ℝ) : Continuous (fun t : ℝ => increment A T Δ t) :=
    continuous_const.add (continuous_id.smul continuous_const)
  have hq := (hi H).sub (((hi S).matrix_mul
    (continuous_const (y := (projected S T)⁻¹))).matrix_mul
    (continuous_const (y := projected H T)))
  have hlim := ((Continuous.matrix_trace continuous_id).continuousAt.comp
    (hinv.mul hq.continuousAt)).tendsto
  simp only [Function.comp_def, id_eq, Pi.mul_apply, Pi.sub_apply, zero_smul, add_zero] at hlim
  rw [first_order_trace hH hS] at hlim
  rw [hasDerivAt_iff_tendsto_slope_zero]
  refine (hlim.mono_left nhdsWithin_le_nhds).congr' ?_
  filter_upwards [nhdsWithin_le_nhds (hc.matrix_det.continuousAt.eventually_ne hd),
    self_mem_nhdsWithin] with t ht ht0
  have ht0' : t ≠ 0 := ht0
  simp only [zero_add, zero_smul, add_zero, smul_eq_mul]
  rw [energy_step H S T Δ t h (isUnit_iff_ne_zero.2 ht), inv_mul_cancel_left₀ ht0']

/-- For symmetric `H`, `S` and invertible orbital overlap, the energy is stationary under all
fragment-local variations exactly when the diagonal fragment blocks of the residual vanish. -/
theorem fragment_stationary_iff {H S : Matrix n n ℝ} (hH : H.IsSymm) (hS : S.IsSymm)
    (T : Matrix n k ℝ) (h : IsUnit (projected S T).det) (f : n → F) (g : k → F) :
    (∀ Δ, FragmentLocal f g Δ → StationaryAlong H S T Δ) ↔
      ∀ i a, f i = g a → residual H S T i a = 0 := by
  have htr (Δ : Matrix n k ℝ) : Matrix.trace (Δᵀ * residual H S T) =
      ∑ a, ∑ i, Δ i a * residual H S T i a := rfl
  constructor
  · intro hst i a hia
    -- vary a single coefficient inside the block
    let D : Matrix n k ℝ := fun j b => if j = i then (if b = a then 1 else 0) else 0
    have hD : FragmentLocal f g D := by
      intro j b hjb
      by_cases hj : j = i
      · by_cases hb : b = a
        · subst hj hb
          exact absurd hia hjb
        · simp [D, hb]
      · simp [D, hj]
    have e := (hasDerivAt_energy hH hS T D h).unique (hst D hD)
    rw [htr] at e
    simpa [D] using e
  · intro hr Δ hΔ
    have hz : Matrix.trace (Δᵀ * residual H S T) = 0 := by
      rw [htr]
      refine Finset.sum_eq_zero fun a _ => Finset.sum_eq_zero fun i _ => ?_
      by_cases hia : f i = g a
      · rw [hr i a hia, mul_zero]
      · rw [hΔ i a hia, zero_mul]
    have e := hasDerivAt_energy hH hS T Δ h
    rw [hz, mul_zero] at e
    exact e

/-- For symmetric `H`, `S` and invertible orbital overlap, the energy is stationary under all
variations exactly when `H T = S T ε` with `ε = σ⁻¹ Tᵀ H T`. -/
theorem stationary_iff_roothaan {H S : Matrix n n ℝ} (hH : H.IsSymm) (hS : S.IsSymm)
    (T : Matrix n k ℝ) (h : IsUnit (projected S T).det) :
    (∀ Δ, StationaryAlong H S T Δ) ↔
      H * T = S * T * ((projected S T)⁻¹ * projected H T) := by
  have hr : residual H S T =
      (H * T - S * T * ((projected S T)⁻¹ * projected H T)) * (projected S T)⁻¹ := by
    simp only [residual, density, projected, Matrix.sub_mul, Matrix.one_mul, Matrix.mul_assoc]
  -- the whole system is treated as one fragment
  have key := fragment_stationary_iff hH hS T h (fun _ => ()) (fun _ => ())
  constructor
  · intro hst
    have h0 : residual H S T = 0 := by
      ext i a
      exact key.1 (fun Δ _ => hst Δ) i a rfl
    rw [hr] at h0
    have e := congrArg (fun M => M * projected S T) h0
    simp only [Matrix.zero_mul] at e
    rw [Matrix.mul_assoc, Matrix.nonsing_inv_mul _ h, Matrix.mul_one] at e
    exact sub_eq_zero.1 e
  · intro he Δ
    refine key.2 (fun i a _ => ?_) Δ (fun _ _ hne => absurd rfl hne)
    rw [hr, sub_eq_zero.2 he, Matrix.zero_mul]
    rfl

/-- Two basis functions with overlap `s`, one on each fragment, and one orbital equal to the
first: if `b ≠ s a`, the energy is stationary under fragment-local variations but not under
all variations. -/
theorem fragment_stationary_not_stationary (a b d s : ℝ) (hb : b ≠ s * a) :
    (∀ Δ, FragmentLocal (id : Fin 2 → Fin 2) (fun _ : Fin 1 => 0) Δ →
      StationaryAlong !![a, b; b, d] !![1, s; s, 1] !![1; 0] Δ) ∧
    ¬ ∀ Δ : Matrix (Fin 2) (Fin 1) ℝ,
      StationaryAlong !![a, b; b, d] !![1, s; s, 1] !![1; 0] Δ := by
  have hsym (x y z : ℝ) : (!![x, y; y, z] : Matrix (Fin 2) (Fin 2) ℝ).IsSymm := by
    refine Matrix.IsSymm.ext fun i j => ?_
    fin_cases i <;> fin_cases j <;> rfl
  have h1 : projected !![1, s; s, 1] (!![1; 0] : Matrix (Fin 2) (Fin 1) ℝ) = 1 := by
    ext i j
    obtain rfl : i = 0 := Subsingleton.elim _ _
    obtain rfl : j = 0 := Subsingleton.elim _ _
    simp [projected, Matrix.mul_apply, Fin.sum_univ_succ]
  have hu : IsUnit (projected !![1, s; s, 1] (!![1; 0] : Matrix (Fin 2) (Fin 1) ℝ)).det := by
    rw [h1, Matrix.det_one]
    exact isUnit_one
  constructor
  · refine (fragment_stationary_iff (hsym a b d) (hsym 1 s 1) _ hu _ _).2 ?_
    intro i j hij
    obtain rfl : i = 0 := hij
    obtain rfl : j = 0 := Subsingleton.elim _ _
    unfold residual density
    rw [h1, inv_one]
    simp [Matrix.mul_apply, Matrix.vecMul, dotProduct, Fin.sum_univ_succ]
  · intro hst
    have e := (stationary_iff_roothaan (hsym a b d) (hsym 1 s 1) _ hu).1 hst
    rw [h1, inv_one, Matrix.one_mul] at e
    -- the coefficient on the other fragment violates the equation
    have e' := congrFun (congrFun e 1) 0
    exact hb (by simpa [projected, Matrix.mul_apply, Fin.sum_univ_succ] using e')

end

end FragmentOrbitalGradient
```

```lean
#print axioms FragmentOrbitalGradient.fragment_stationary_not_stationary
-- 'FragmentOrbitalGradient.fragment_stationary_not_stationary' depends on axioms: [propext, Classical.choice, Quot.sound]
```

## Matrices, fragments and stationarity in Lean

The finite type `n` labels the basis functions and `k` the occupied orbitals, whose coefficients are the columns of T. `projected S T` is σ, `projected H T` is TᵀHT, and `density S T` is P. The matrix

R = (1 − SP)HTσ⁻¹

is `residual H S T`. The hypothesis `IsUnit (projected S T).det` says that σ is invertible; for a positive definite S this means that the orbitals are linearly independent. The theorems themselves ask only for symmetry of S, not for positivity.

The maps `f` and `g` assign a fragment to each basis function and each orbital. `FragmentLocal f g Δ` says that Δ i a = 0 whenever basis function i and orbital a belong to different fragments. The blocks may have any size and need not be square. Only the variation is restricted: T itself may already extend over several fragments.

`StationaryAlong` says that the derivative of t ↦ E(T + tΔ) at t = 0 exists and is zero. This is a first-order condition and does not distinguish a minimum from a saddle point.

`hasDerivAt_energy` gives the gradient, and `fragment_stationary_iff` the blockwise criterion. `stationary_iff_roothaan` treats unrestricted variations, and `fragment_stationary_not_stationary` separates the two kinds of stationarity in a model with two basis functions.

## Orbitals that cannot borrow a neighbour's functions

Basis set superposition error arises when one fragment lowers its energy by using basis functions centred on another. Expanding each orbital only in its own fragment's functions blocks this borrowing, but in general leaves orbitals of different fragments nonorthogonal, which is why σ⁻¹ appears in the energy. For a fixed one-electron H, the criterion says which part of the gradient must vanish in such a constrained optimisation.

E is the energy of non-interacting electrons with one electron per occupied orbital; double occupation multiplies it by two. In Hartree–Fock or Kohn–Sham theory the effective Hamiltonian depends on P, and the theorems do not treat that dependence. Coefficients are real, and H and S stay fixed while T varies.

## From a finite step to the gradient

For a matrix C, which will be H or S, define

J_C(t) = ΔᵀCT + TᵀCΔ + tΔᵀCΔ.

This is `increment`. Multiplying out gives `projected_step`:

(T + tΔ)ᵀC(T + tΔ) = TᵀCT + tJ_C(t).

Write M = TᵀHT and σ_t = σ + tJ_S(t). If σ and σ_t are both invertible, then

σ⁻¹ = σ_t⁻¹(σ + tJ_S(t))σ⁻¹ = σ_t⁻¹ + tσ_t⁻¹J_S(t)σ⁻¹.

Inserting this in E(T) = tr(σ⁻¹M) and subtracting from E(T + tΔ) = tr(σ_t⁻¹(M + tJ_H(t))) gives

E(T + tΔ) − E(T) = t tr(σ_t⁻¹[J_H(t) − J_S(t)σ⁻¹M]).

This is `energy_step`, an identity for finite t. In its proof `hY` is the identity for σ⁻¹, and `hM` is that identity multiplied by M.

Now divide by t ≠ 0 and let t → 0. The determinant of σ_t is continuous and nonzero at t = 0, so σ_t remains invertible nearby and its inverse is continuous there; `hinv` proves the continuity from the adjugate formula. The derivative is therefore

tr(σ⁻¹[ΔᵀHT + TᵀHΔ − (ΔᵀST + TᵀSΔ)σ⁻¹M]).

Since H and S are symmetric, so are M and σ⁻¹. Cyclicity of the trace, together with transposition where Δ appears untransposed, gives

tr(σ⁻¹ΔᵀHT) = tr(σ⁻¹TᵀHΔ) = tr(ΔᵀHTσ⁻¹),

tr(σ⁻¹ΔᵀSTσ⁻¹M) = tr(σ⁻¹TᵀSΔσ⁻¹M) = tr(ΔᵀSTσ⁻¹Mσ⁻¹).

These are `h1` to `h4` in `first_order_trace`. Because STσ⁻¹M = SPHT, the derivative becomes

2 tr(Δᵀ[HTσ⁻¹ − SPHTσ⁻¹]) = 2 tr(ΔᵀR).

## Reading off the blocks

Written in components,

tr(ΔᵀR) = Σ_a Σ_i Δ i a · R i a.

If R vanishes on all same-fragment pairs, every term is zero for a fragment-local Δ. Conversely, for a same-fragment pair (i, a), the variation with a single entry 1 at that position is fragment-local and has derivative 2 R i a, so stationarity forces R i a = 0. This variation is `D` in the Lean proof.

With a single fragment, all of R must vanish. Setting ε = σ⁻¹M, we have

R = (HT − STε)σ⁻¹,

and multiplication by σ from the right turns R = 0 into HT = STε. This is a Roothaan-type equation in which ε need not be diagonal.

## Two overlapping functions

Let H have rows (a, b) and (b, d), let S have rows (1, s) and (s, 1), and let T = (1, 0)ᵀ. For |s| < 1 this S is the overlap matrix of two normalised, linearly independent functions. Then σ = 1 and

R = (a, b)ᵀ − a(1, s)ᵀ = (0, b − sa)ᵀ.

A fragment-local variation only rescales the orbital, which leaves the energy unchanged. Mixing in the other fragment's function changes the energy at the rate 2(b − sa), so the orbital is not fully stationary when b ≠ sa. Lean derives the contradiction from the second row (index 1 in Lean) of the Roothaan-type equation.

## A nonsymmetric H breaks the formula

Take S = 1, let H have rows (0, 1) and (0, 0), and let T = (1, 0)ᵀ. Then HT = 0, so R = 0 and the formula predicts a zero derivative in every direction. Along Δ = (0, 1)ᵀ, however,

E(T + tΔ) = t/(1 + t²),

whose derivative at t = 0 is 1. So symmetry of S alone does not suffice for the gradient formula, nor for the stationarity criterion with both functions and the orbital in one fragment.
